# A Short Step Against a Nonzero Residual Lowers the Rayleigh Quotient of a Hermitian Operator

An iterative eigensolver holds a trial state $x$ for a Hamiltonian $H$. It has computed $Hx$ and the energy expectation value, and the residual shows that $x$ is not yet an eigenvector. The solver now subtracts a multiple of the residual from $x$. Does the energy go down, and how long may the step be before it goes up instead?

Write $\langle\cdot,\cdot\rangle$ for the inner product, conjugate-linear in its first argument, and for $x\neq 0$ define

$$R(x)=\frac{\langle x,Hx\rangle}{\|x\|^2},\qquad r=Hx-R(x)\,x .$$

For a unit vector, $R(x)$ is the energy $E=\langle x,Hx\rangle$. If $H$ is Hermitian and $r\neq 0$, then for every real $t>0$

$$R(x-t\,r)<R(x)\quad\Longleftrightarrow\quad t\,\bigl(R(r)-R(x)\bigr)<2 .$$

The right-hand side holds for all sufficiently small $t$, so there is a $t_0>0$ such that every step with $0<t<t_0$ strictly lowers the energy. The step $t$ has the dimension of an inverse energy. The vector $x$ need not be normalised, because rescaling $x$ rescales $r$ by the same factor.

## Step lengths in iterative diagonalisation

In electronic structure codes the bound applies to the diagonalisation of a fixed, linear Hamiltonian, such as the Kohn–Sham matrix within one self-consistency cycle. For a single state, a steepest-descent update without preconditioner is exactly the step $x\mapsto x-t\,r$, up to normalisation. A method that minimises the quotient over the span of $x$ and $r$ does at least as well as the best such step, so it also lowers the energy strictly whenever $r\neq 0$.

The exact criterion needs $R(r)$, and hence the product $Hr$. A solver that keeps this product can use it again, because $H(x-t\,r)=Hx-t\,Hr$ is what the next residual requires. If a number $\Lambda$ is known with $\langle y,Hy\rangle\le\Lambda\|y\|^2$ for all $y$, the condition

$$t\,\bigl(\Lambda-R(x)\bigr)<2$$

is sufficient and lets the step be chosen before $Hr$ is known. Physically, $\Lambda$ is an upper bound on the spectrum of the discretised Hamiltonian. For a matrix, Gershgorin discs supply one. The largest Ritz value from a few Lanczos steps lies at or below the top eigenvalue, so it needs a safety margin before it can serve as $\Lambda$.

In a plane-wave basis the top of the spectrum rises with the kinetic-energy cutoff, and the step that this rule permits shrinks accordingly.

## Two expansions and their difference

**The residual is orthogonal to the trial vector.** Since $H$ is Hermitian, $\langle x,Hx\rangle=\langle Hx,x\rangle=\overline{\langle x,Hx\rangle}$, so the expectation value is real and equals $R(x)\|x\|^2$. Hence

$$\langle x,r\rangle=\langle x,Hx\rangle-R(x)\|x\|^2=0 .$$

**The norm.** With real $t$ the cross terms vanish:

$$\|x-t\,r\|^2=\|x\|^2-t\langle x,r\rangle-t\langle r,x\rangle+t^2\|r\|^2=\|x\|^2+t^2\|r\|^2 .$$

**The energy form.** From $Hx=r+R(x)\,x$ and orthogonality,

$$\langle r,Hx\rangle=\|r\|^2+R(x)\langle r,x\rangle=\|r\|^2 .$$

By symmetry $\langle x,Hr\rangle=\langle Hx,r\rangle=\overline{\langle r,Hx\rangle}=\|r\|^2$ as well. Therefore

$$\langle x-t\,r,\;H(x-t\,r)\rangle=\langle x,Hx\rangle-2t\|r\|^2+t^2\langle r,Hr\rangle .$$

**The comparison.** The new squared norm is positive, so $R(x-t\,r)<R(x)$ is equivalent to

$$\langle x,Hx\rangle-2t\|r\|^2+t^2\langle r,Hr\rangle<R(x)\bigl(\|x\|^2+t^2\|r\|^2\bigr).$$

Insert $\langle x,Hx\rangle=R(x)\|x\|^2$ and $\langle r,Hr\rangle=R(r)\|r\|^2$. The left side minus the right side is

$$t\,\|r\|^2\,\bigl[\,t\,(R(r)-R(x))-2\,\bigr].$$

For $t>0$ and $r\neq0$ the prefactor is positive, so the bracket decides the sign. This is the criterion.

**An explicit $t_0$.** Take

$$t_0=\frac{2}{|R(r)-R(x)|+1}.$$

If $0<t<t_0$, then $t\,(R(r)-R(x))\le t\,|R(r)-R(x)|<t\,(|R(r)-R(x)|+1)<2$. The added $1$ is one unit of energy in whatever units the code uses. It keeps the denominator positive and makes no claim to be a good step length.

**The upper bound.** If $\Lambda$ bounds the energy form, then $R(r)\le\Lambda$, so $t\,(R(r)-R(x))\le t\,(\Lambda-R(x))<2$.

**The initial slope.** For $\|x\|=1$,

$$R(x-t\,r)=\frac{E-2t\|r\|^2+t^2\langle r,Hr\rangle}{1+t^2\|r\|^2}.$$

At $t=0$ the denominator is $1$ with derivative $0$, and the numerator has derivative $-2\|r\|^2$. The quotient rule gives the slope $-2\|r\|^2$.

## The two-level system

In one dimension every nonzero vector is an eigenvector and the residual vanishes, so two levels are the smallest case with a step to take. Let $H=\mathrm{diag}(0,\Delta)$ with $\Delta>0$, and $x=(\cos\theta,\sin\theta)$ with $0<\theta<\pi/2$. Then

$$R(x)=\Delta\sin^2\theta,\qquad r=\Delta\sin\theta\cos\theta\,(-\sin\theta,\cos\theta),\qquad R(r)=\Delta\cos^2\theta,$$

and the criterion reads $t\,\Delta\cos 2\theta<2$. For $\theta\ge\pi/4$ every positive step lowers the energy. Near the ground state, as $\theta\to0$, the upper limit on the step tends to $2/\Delta$. The step $t=1/(\Delta\cos^2\theta)$ removes the excited component entirely and lands on the ground state.

## The Lean file

```lean
import Mathlib

open scoped InnerProductSpace

namespace RayleighResidualDescent

noncomputable section

variable {V : Type*} [NormedAddCommGroup V] [InnerProductSpace ℂ V]

/-- The energy form of an operator `H`: the real part of `⟨x, H x⟩`. -/
def energy (H : V →ₗ[ℂ] V) (x : V) : ℝ := (⟪x, H x⟫_ℂ).re

/-- The Rayleigh quotient: the real part of `⟨x, H x⟩` divided by `‖x‖²`. -/
def rayleigh (H : V →ₗ[ℂ] V) (x : V) : ℝ := energy H x / ‖x‖ ^ 2

/-- The residual `H x - R(x) x` of a trial vector, with `R(x)` its Rayleigh quotient. -/
def residual (H : V →ₗ[ℂ] V) (x : V) : V := H x - (rayleigh H x : ℂ) • x

/-- The inner product of a vector with itself is its squared norm. -/
lemma inner_self_real (x : V) : ⟪x, x⟫_ℂ = ((‖x‖ ^ 2 : ℝ) : ℂ) :=
  (inner_self_eq_norm_sq_to_K x).trans (Complex.ofReal_pow _ _).symm

/-- The energy form is the Rayleigh quotient times the squared norm. -/
lemma energy_eq (H : V →ₗ[ℂ] V) (x : V) :
    energy H x = rayleigh H x * ‖x‖ ^ 2 := by
  by_cases hx : x = 0
  · simp [hx, energy]
  · have hn : ‖x‖ ^ 2 ≠ 0 := pow_ne_zero 2 (norm_ne_zero_iff.mpr hx)
    exact (div_mul_cancel₀ _ hn).symm

/-- For symmetric `H`, the residual is orthogonal to the trial vector. -/
theorem inner_residual {H : V →ₗ[ℂ] V} (hH : H.IsSymmetric) (x : V) :
    ⟪x, residual H x⟫_ℂ = 0 := by
  -- the expectation value of a symmetric operator is real
  have hre : ((⟪x, H x⟫_ℂ).re : ℂ) = ⟪x, H x⟫_ℂ :=
    Complex.conj_eq_iff_re.mp (by rw [inner_conj_symm]; exact hH x x)
  have h2 : ⟪x, H x⟫_ℂ = ((rayleigh H x * ‖x‖ ^ 2 : ℝ) : ℂ) := by
    rw [← energy_eq]
    exact hre.symm
  unfold residual
  rw [inner_sub_right, inner_smul_right, inner_self_real, h2, Complex.ofReal_mul, sub_self]

/-- For symmetric `H`, the squared norm after a step of length `t` against the residual. -/
theorem norm_sq_step {H : V →ₗ[ℂ] V} (hH : H.IsSymmetric) (x : V) (t : ℝ) :
    ‖x - (t : ℂ) • residual H x‖ ^ 2 = ‖x‖ ^ 2 + t ^ 2 * ‖residual H x‖ ^ 2 := by
  have h1 := inner_residual hH x
  have h2 : ⟪residual H x, x⟫_ℂ = 0 := inner_eq_zero_symm.mp h1
  have h3 : ‖x - (t : ℂ) • residual H x‖ ^ 2
      = (⟪x - (t : ℂ) • residual H x, x - (t : ℂ) • residual H x⟫_ℂ).re := by
    rw [inner_self_real, Complex.ofReal_re]
  rw [h3]
  simp only [inner_sub_left, inner_sub_right, inner_smul_left, inner_smul_right,
    Complex.conj_ofReal, h1, h2, inner_self_real, Complex.sub_re, Complex.re_ofReal_mul,
    Complex.ofReal_re, Complex.zero_re]
  ring

/-- For symmetric `H`, the energy form after a step of length `t` against the residual: the term
linear in `t` is `-2 t ‖r‖²`. -/
theorem energy_step {H : V →ₗ[ℂ] V} (hH : H.IsSymmetric) (x : V) (t : ℝ) :
    energy H (x - (t : ℂ) • residual H x)
      = energy H x - 2 * t * ‖residual H x‖ ^ 2 + t ^ 2 * energy H (residual H x) := by
  have h2 : ⟪residual H x, x⟫_ℂ = 0 := inner_eq_zero_symm.mp (inner_residual hH x)
  have hHx : H x = residual H x + (rayleigh H x : ℂ) • x := by simp [residual]
  -- the coupling between residual and trial vector is the squared residual norm
  have a : ⟪residual H x, H x⟫_ℂ = ((‖residual H x‖ ^ 2 : ℝ) : ℂ) := by
    rw [hHx, inner_add_right, inner_smul_right, h2, mul_zero, add_zero, inner_self_real]
  have b : ⟪x, H (residual H x)⟫_ℂ = ((‖residual H x‖ ^ 2 : ℝ) : ℂ) := by
    rw [← hH x (residual H x), ← inner_conj_symm, a, Complex.conj_ofReal]
  unfold energy
  simp only [map_sub, map_smul, inner_sub_left, inner_sub_right, inner_smul_left,
    inner_smul_right, Complex.conj_ofReal, a, b, Complex.sub_re, Complex.re_ofReal_mul,
    Complex.ofReal_re]
  ring

/-- Exact criterion: for symmetric `H` and nonzero residual `r`, a step `t > 0` lowers the Rayleigh
quotient if and only if `t (R(r) - R(x)) < 2`. -/
theorem step_lowers_iff {H : V →ₗ[ℂ] V} (hH : H.IsSymmetric) {x : V}
    (hr : residual H x ≠ 0) {t : ℝ} (ht : 0 < t) :
    rayleigh H (x - (t : ℂ) • residual H x) < rayleigh H x ↔
      t * (rayleigh H (residual H x) - rayleigh H x) < 2 := by
  have hx : x ≠ 0 := by
    rintro rfl
    exact hr (by simp [residual])
  have hN : 0 < ‖x‖ ^ 2 := pow_pos (norm_pos_iff.mpr hx) 2
  have hρ : 0 < ‖residual H x‖ ^ 2 := pow_pos (norm_pos_iff.mpr hr) 2
  have hpos : 0 < ‖x‖ ^ 2 + t ^ 2 * ‖residual H x‖ ^ 2 := by positivity
  have hR : rayleigh H (x - (t : ℂ) • residual H x)
      = energy H (x - (t : ℂ) • residual H x) / ‖x - (t : ℂ) • residual H x‖ ^ 2 := rfl
  rw [hR, norm_sq_step hH, energy_step hH, div_lt_iff₀ hpos, energy_eq H x,
    energy_eq H (residual H x)]
  -- the two sides differ by `t ‖r‖² (t (R(r) - R(x)) - 2)`
  constructor
  · intro h
    by_contra hc
    nlinarith [mul_nonneg (mul_pos ht hρ).le (sub_nonneg.2 (not_lt.1 hc))]
  · intro h
    nlinarith [mul_pos (mul_pos ht hρ) (sub_pos.2 h)]

/-- Residual descent: if `H` is symmetric and the residual `r` of `x` is nonzero, every sufficiently
short step from `x` to `x - t r` with `t > 0` strictly lowers the Rayleigh quotient. -/
theorem residual_descent {H : V →ₗ[ℂ] V} (hH : H.IsSymmetric) {x : V}
    (hr : residual H x ≠ 0) :
    ∃ t₀ : ℝ, 0 < t₀ ∧ ∀ t : ℝ, 0 < t → t < t₀ →
      rayleigh H (x - (t : ℂ) • residual H x) < rayleigh H x := by
  have hd : 0 < |rayleigh H (residual H x) - rayleigh H x| + 1 := by positivity
  refine ⟨2 / (|rayleigh H (residual H x) - rayleigh H x| + 1), by positivity, ?_⟩
  intro t ht hlt
  rw [step_lowers_iff hH hr ht]
  rw [lt_div_iff₀ hd] at hlt
  nlinarith [mul_le_mul_of_nonneg_left
    (le_abs_self (rayleigh H (residual H x) - rayleigh H x)) ht.le]

/-- Step rule from a spectral upper bound: if `H` is symmetric and `⟨y, H y⟩ ≤ Λ ‖y‖²` for all `y`,
every step `t > 0` with `t (Λ - R(x)) < 2` lowers the Rayleigh quotient when the residual is
nonzero. -/
theorem descent_of_upper_bound {H : V →ₗ[ℂ] V} (hH : H.IsSymmetric) {x : V}
    (hr : residual H x ≠ 0) {Λ : ℝ} (hΛ : ∀ y, energy H y ≤ Λ * ‖y‖ ^ 2)
    {t : ℝ} (ht : 0 < t) (hstep : t * (Λ - rayleigh H x) < 2) :
    rayleigh H (x - (t : ℂ) • residual H x) < rayleigh H x := by
  have hρ : 0 < ‖residual H x‖ ^ 2 := pow_pos (norm_pos_iff.mpr hr) 2
  have hle : rayleigh H (residual H x) ≤ Λ := (div_le_iff₀ hρ).mpr (hΛ _)
  rw [step_lowers_iff hH hr ht]
  nlinarith [mul_le_mul_of_nonneg_left hle ht.le]

/-- For symmetric `H` and a unit vector `x` with residual `r`, the Rayleigh quotient of `x - t r`
has derivative `-2 ‖r‖²` at `t = 0`. -/
theorem initial_slope {H : V →ₗ[ℂ] V} (hH : H.IsSymmetric) {x : V} (hx : ‖x‖ = 1) :
    HasDerivAt (fun t : ℝ => rayleigh H (x - (t : ℂ) • residual H x))
      (-2 * ‖residual H x‖ ^ 2) 0 := by
  -- write the quotient as an explicit rational function of the step
  have hfun : (fun t : ℝ => rayleigh H (x - (t : ℂ) • residual H x)) =
      fun t : ℝ => (energy H x + (-2 * ‖residual H x‖ ^ 2) * t
        + t ^ 2 * energy H (residual H x)) / (1 + t ^ 2 * ‖residual H x‖ ^ 2) := by
    funext t
    have hR : rayleigh H (x - (t : ℂ) • residual H x)
        = energy H (x - (t : ℂ) • residual H x) / ‖x - (t : ℂ) • residual H x‖ ^ 2 := rfl
    rw [hR, norm_sq_step hH, energy_step hH, hx, one_pow]
    congr 1
    ring
  rw [hfun]
  have hsq := (hasDerivAt_id' (0 : ℝ)).fun_pow 2
  have hnum := (((hasDerivAt_id' (0 : ℝ)).const_mul (-2 * ‖residual H x‖ ^ 2)).const_add
    (energy H x)).fun_add (hsq.mul_const (energy H (residual H x)))
  have hden := (hsq.mul_const (‖residual H x‖ ^ 2)).const_add 1
  exact (hnum.fun_div hden (by simp)).congr_deriv (by simp)

end

end RayleighResidualDescent
```

```lean
#print axioms RayleighResidualDescent.step_lowers_iff
#print axioms RayleighResidualDescent.residual_descent
#print axioms RayleighResidualDescent.descent_of_upper_bound
#print axioms RayleighResidualDescent.initial_slope
```

```
'RayleighResidualDescent.step_lowers_iff' depends on axioms: [propext, Classical.choice, Quot.sound]
'RayleighResidualDescent.residual_descent' depends on axioms: [propext, Classical.choice, Quot.sound]
'RayleighResidualDescent.descent_of_upper_bound' depends on axioms: [propext, Classical.choice, Quot.sound]
'RayleighResidualDescent.initial_slope' depends on axioms: [propext, Classical.choice, Quot.sound]
```

## How the Lean objects correspond to the physics

The state space `V` is a complex inner-product space of any dimension, and it need not be complete. The Hamiltonian is a linear map `H : V →ₗ[ℂ] V` defined on all of `V`. The hypothesis `H.IsSymmetric` says $\langle Hx,y\rangle=\langle x,Hy\rangle$ for all $x,y$, which for a matrix in an orthonormal basis is Hermiticity.

`energy H x` is the real part of $\langle x,Hx\rangle$; for symmetric `H` nothing is lost, since the imaginary part is zero. `rayleigh H x` and `residual H x` are $R(x)$ and $r$. Lean sets division by zero to zero, which gives $R(0)$ a value. The residual of the zero vector is zero whatever that value is, because $H$ is linear, so the hypothesis `residual H x ≠ 0` already excludes $x=0$. The step `t` is a real number, cast to a complex one where it multiplies a vector.

In words, the main statements, all for symmetric `H`, are these:

- `step_lowers_iff`: for a nonzero residual and `0 < t`, the quotient after the step is strictly smaller exactly when $t\,(R(r)-R(x))<2$.
- `residual_descent`: for a nonzero residual there is a positive `t₀` such that every `t` strictly between `0` and `t₀` lowers the quotient.
- `descent_of_upper_bound`: if `Λ` bounds the energy form for all vectors, each positive step with $t\,(\Lambda-R(x))<2$ lowers the quotient, again for a nonzero residual.
- `initial_slope`: for a unit vector the quotient, as a function of `t`, has derivative $-2\|r\|^2$ at zero. Here the residual may vanish.

## How the proof follows the algebra

`inner_residual` proves orthogonality. Its step `hre` applies symmetry to the pair $(x,x)$ to show that the expectation value equals its own real part. `energy_eq` then turns that real part into $R(x)\|x\|^2$.

`norm_sq_step` and `energy_step` are the two expansions. In each, `simp only` multiplies out the inner products and inserts the known overlaps, and `ring` collects the powers of `t`. The facts `a` and `b` inside `energy_step` are the two couplings $\langle r,Hx\rangle=\|r\|^2$ and $\langle x,Hr\rangle=\|r\|^2$.

In `step_lowers_iff`, `div_lt_iff₀` clears the positive denominator. What remains is the sign of $t\|r\|^2[t(R(r)-R(x))-2]$. Each direction gives `nlinarith` the product of $t\|r\|^2$ with the bracket, whose sign is known from the hypothesis in one direction and from assuming the contrary in the other.

`residual_descent` supplies the explicit $t_0$ from the derivation, and `descent_of_upper_bound` derives $R(r)\le\Lambda$ before it applies the criterion. `initial_slope` first rewrites the quotient as the rational function of `t` shown earlier, then differentiates numerator and denominator separately and combines them by the quotient rule.

## Exact arithmetic, a fixed Hamiltonian and no convergence claim

The theorems compare the energy before and after a single step. They do not say that repeated steps converge, or to which eigenvalue. A starting vector with no ground-state component never acquires one in exact arithmetic, because $r$ is a combination of $x$ and $Hx$.

The numbers are real and complex numbers, not floating-point ones. Near convergence the gain from a step of fixed length is of order $\|r\|^2$ for a normalised state. It can fall below the rounding error of the computed energy, so a test that demands a strict decrease at every iteration may fail in a correct code.

When several states are iterated together, orthogonalising them after the step can raise the energy of a state again, and the theorems do not cover that change. Preconditioned steps $x-t\,Kr$ with a general operator $K$ are not covered, nor is a Hamiltonian that changes with $x$, as it does across self-consistency cycles. In a non-orthogonal basis with overlap matrix $S$, the result applies to the operator $S^{-1}H$ in the inner product defined by $S$. The residual is then $S^{-1}Hx-R(x)\,x$ rather than $Hx-R(x)\,Sx$, with the norm in $R(x)$ also taken in that inner product.

Since `H` acts on all of `V`, an unbounded differential operator on the full Hilbert space does not fit the hypotheses, whereas its Hermitian matrix in a finite orthonormal basis does. The two-level example and the comments on eigensolvers are ordinary arguments that accompany the file and are not theorems in it.
